# Where the nucleus is level with the pair centre, a Cartesian power $i$ adds at most $i/2$ to the Boys order

## Why did $F_2$ and $F_3$ disappear?

Two atoms A and B sit 2 bohr apart, each with a Gaussian of exponent $1/2$, so the pair centre is the midpoint of the bond. A third nucleus lies off to the side, exactly level with that midpoint. The function on A carries the cube of the coordinate along the bond, and the one on B is s-type. I expected the nuclear attraction integral to need Boys functions $F_0$ to $F_3$, since the total angular momentum is 3. When I expanded it, only $F_0$ and $F_1$ were left. Is that an accident of my numbers, or does it persist for higher powers?

## Only the width of the Gaussian still depends on $t^2$

It persists. Let $p$ be the total exponent. Along one axis, let $u$ be the pair centre's coordinate minus that of A, and $v$ the pair centre's coordinate minus that of the nucleus. Write $1/r$, where $r$ is the electron's distance from the nucleus, as a Gaussian integral over an auxiliary variable $s$, and set $z=t^2=s^2/(p+s^2)$. Along each axis the product of Gaussians is again a Gaussian. Its mean, measured from A, is $u-vz$, and its variance is $(1-z)/(2p)$. The normalised moment of the $i$-th power is a polynomial $T_i(z)$, and integration by parts gives

$$T_0=1,\quad T_1=u-vz,\quad T_{i+2}=(u-vz)\,T_{i+1}+\frac{i+1}{2p}(1-z)\,T_i .$$

If $v\neq0$, each power of the coordinate can bring a factor $z$ through the mean. If $v=0$, the mean is constant and $z$ enters only through the variance, which uses up two powers of the coordinate at a time.

To make this exact, let $c_i(n)$ be the coefficient of $z^n$ in $T_i$. Then

$$c_{i+2}(n+1)=u\,c_{i+1}(n+1)-v\,c_{i+1}(n)+\frac{i+1}{2p}\big[c_i(n+1)-c_i(n)\big].$$

**Nucleus not level, $v\ne0$.** By induction $c_i(n)=0$ for $n>i$. At the top power only the $v$ term survives, so $c_{i+2}(i+2)=-v\,c_{i+1}(i+1)$ and hence $c_i(i)=(-v)^i\neq0$.

**Nucleus level, $v=0$.** Now $c_i(n)=0$ for $n>\lfloor i/2\rfloor$: going from $i$ to $i+2$ raises the bound by one, and the term from $T_{i+1}$ stays within it. Put $a_m=c_{2m}(m)$ and $b_m=c_{2m+1}(m)$. The recurrence gives

$$a_{m+1}=-\frac{2m+1}{2p}\,a_m,\qquad b_{m+1}=u\,a_{m+1}-\frac{2m+2}{2p}\,b_m .$$

With $a_0=1$ and $b_0=u$, the first yields $a_m=\prod_{j<m}\big(-\tfrac{2j+1}{2p}\big)$. If $b_m=u(2m+1)a_m$, the last term of the second equals $+(2m+2)\,u\,a_{m+1}$, so $b_{m+1}=u(2m+3)a_{m+1}$ and the pattern continues. The degree is therefore exactly $\lfloor i/2\rfloor$ when $i$ is even or $u\neq0$. If $u=v=0$, then $T_1=0$ and the recurrence makes every odd $T_i$ vanish, as parity requires.

**Three directions.** Degrees of nonzero polynomials add. Up to a prefactor, the attraction integral is $\int_0^1 T(t^2)\,e^{-xt^2}dt$, where $T$ is the product of the three directional polynomials and $x$ is $p$ times the squared distance from pair centre to nucleus. Since $z^n=t^{2n}$, integrating term by term replaces $z^n$ by $F_n(x)=\int_0^1t^{2n}e^{-xt^2}dt$.

**Your case.** Here $p=1$, $u=1$, $v=0$, and so

$$T_1=1,\qquad T_2=\tfrac32-\tfrac12z,\qquad T_3=T_2+(1-z)T_1=\tfrac52-\tfrac32z .$$

The other two directions contribute a factor 1, which leaves $\tfrac52F_0(x)-\tfrac32F_1(x)$. Slide the nucleus parallel to the bond until it is level with A. Then $v=1$ and $T_3=(1-z)^2(\tfrac52-z)$, with top term $-z^3$, and $F_3$ is back.

### The statement in Lean

`attrPoly p u v i` is $T_i$, a real polynomial whose variable `X` stands for $z$. `boys n x` is $F_n(x)$. `directionOrder v i` is $i$, or $\lfloor i/2\rfloor$ if `v = 0`; division of natural numbers rounds down. In `attrProduct` the offsets and powers are functions on `Fin 3`, one value per Cartesian direction.

`natDegree_attrPoly` gives the degree in one direction. `boys_expansion` says that the three-direction integral equals a sum over $F_0,\dots,F_N$, where $N$ is the sum of the direction orders, and that the coefficient of $F_N$ is nonzero. Both assume `p ≠ 0`, which every physical exponent satisfies, and that wherever $v=0$ either $u\neq0$ or $i$ is even. When that second condition fails in some direction, the whole product is zero.

The number $x$ is any real, not tied to $p$ and the offsets. The file starts from the recurrence and the $t$ integral; the reduction from the integral over space, sketched above, is not formalised. All Cartesian powers sit on one centre, as in your example. "Order" refers to this expansion: Boys functions of neighbouring order are linked through $e^{-x}$, so the same number can be written in other ways.

For an integral code, the result tells how high the Boys functions must go in this expansion, for a single pair of primitive Gaussians with the angular powers on one of them.

```lean
import Mathlib

open Polynomial

namespace BoysOrder

noncomputable section

/-- The one-dimensional attraction polynomial in `z = t²`, for nonzero total exponent `p`, offset
`u` of the pair centre from the basis-function centre and offset `v` from the nucleus. -/
def attrPoly (p u v : ℝ) : ℕ → ℝ[X]
  | 0 => 1
  | 1 => C u - C v * X
  | i + 2 => (C u - C v * X) * attrPoly p u v (i + 1)
      + C (((i : ℝ) + 1) / (2 * p)) * (1 - X) * attrPoly p u v i

/-- The Boys function of order `n`: the integral of `t^(2n) exp(-x t²)` over `[0, 1]`. -/
def boys (n : ℕ) (x : ℝ) : ℝ :=
  ∫ t in (0 : ℝ)..1, t ^ (2 * n) * Real.exp (-(x * t ^ 2))

/-- The Boys order of one Cartesian direction: `i`, or `i / 2` rounded down when the nucleus is
level with the pair centre. -/
def directionOrder (v : ℝ) (i : ℕ) : ℕ := if v = 0 then i / 2 else i

/-- The product of the attraction polynomials of the three Cartesian directions, for nonzero
total exponent `p`. -/
def attrProduct (p : ℝ) (u v : Fin 3 → ℝ) (i : Fin 3 → ℕ) : ℝ[X] :=
  ∏ d, attrPoly p (u d) (v d) (i d)

/-- The recurrence read off at the power `z^(n+1)`. -/
theorem coeff_step (p u v : ℝ) (i n : ℕ) :
    (attrPoly p u v (i + 2)).coeff (n + 1) =
      u * (attrPoly p u v (i + 1)).coeff (n + 1) - v * (attrPoly p u v (i + 1)).coeff n
      + ((i : ℝ) + 1) / (2 * p) *
        ((attrPoly p u v i).coeff (n + 1) - (attrPoly p u v i).coeff n) := by
  have h : attrPoly p u v (i + 2) =
      C u * attrPoly p u v (i + 1) - C v * (attrPoly p u v (i + 1) * X)
      + C (((i : ℝ) + 1) / (2 * p)) * (attrPoly p u v i - attrPoly p u v i * X) := by
    rw [attrPoly]
    ring
  rw [h]
  simp only [coeff_add, coeff_sub, coeff_C_mul, coeff_mul_X]

/-- No power of `z` above `i` occurs in the attraction polynomial of index `i`. -/
theorem coeff_above (p u v : ℝ) : ∀ i n : ℕ, i < n → (attrPoly p u v i).coeff n = 0
  | 0, n, h => by
    obtain ⟨m, rfl⟩ : ∃ m, n = m + 1 := ⟨n - 1, by omega⟩
    simp [attrPoly, coeff_one]
  | 1, n, h => by
    obtain ⟨m, rfl⟩ : ∃ m, n = m + 2 := ⟨n - 2, by omega⟩
    simp [attrPoly]
  | i + 2, n, h => by
    obtain ⟨m, rfl⟩ : ∃ m, n = m + 1 := ⟨n - 1, by omega⟩
    rw [coeff_step, coeff_above p u v (i + 1) (m + 1) (by omega),
      coeff_above p u v (i + 1) m (by omega), coeff_above p u v i (m + 1) (by omega),
      coeff_above p u v i m (by omega)]
    ring

/-- The coefficient of `z^i` in the attraction polynomial of index `i` is `(-v)^i`. -/
theorem coeff_top (p u v : ℝ) : ∀ i : ℕ, (attrPoly p u v i).coeff i = (-v) ^ i
  | 0 => by simp [attrPoly]
  | 1 => by simp [attrPoly, coeff_C]
  | i + 2 => by
    rw [coeff_step p u v i (i + 1), coeff_above p u v (i + 1) (i + 1 + 1) (by omega),
      coeff_top p u v (i + 1), coeff_above p u v i (i + 1 + 1) (by omega),
      coeff_above p u v i (i + 1) (by omega)]
    ring

/-- With the nucleus level with the pair centre, no power of `z` above `i / 2` occurs. -/
theorem coeff_above_level (p u : ℝ) :
    ∀ i n : ℕ, i / 2 < n → (attrPoly p u 0 i).coeff n = 0
  | 0, n, h => coeff_above p u 0 0 n (by omega)
  | 1, n, h => by
    obtain ⟨m, rfl⟩ : ∃ m, n = m + 1 := ⟨n - 1, by omega⟩
    simp [attrPoly]
  | i + 2, n, h => by
    obtain ⟨m, rfl⟩ : ∃ m, n = m + 1 := ⟨n - 1, by omega⟩
    rw [coeff_step, coeff_above_level p u (i + 1) (m + 1) (by omega),
      coeff_above_level p u i (m + 1) (by omega), coeff_above_level p u i m (by omega)]
    ring

/-- With the nucleus level with the pair centre, and `p` nonzero, the coefficients of `z^m` at
indices `2m` and `2m+1` are the product of `-(2j+1)/(2p)` over `j < m`, and `u (2m+1)` times it. -/
theorem coeff_top_level (p u : ℝ) (m : ℕ) :
    (attrPoly p u 0 (2 * m)).coeff m =
        ∏ j ∈ Finset.range m, (-(2 * (j : ℝ) + 1) / (2 * p)) ∧
    (attrPoly p u 0 (2 * m + 1)).coeff m =
        u * (2 * m + 1) * ∏ j ∈ Finset.range m, (-(2 * (j : ℝ) + 1) / (2 * p)) := by
  induction m with
  | zero => simp [attrPoly]
  | succ m ih =>
    obtain ⟨he, ho⟩ := ih
    -- the even index gains one power of z from the term (1 - z)
    have h2 := coeff_step p u 0 (2 * m) m
    rw [coeff_above_level p u (2 * m + 1) (m + 1) (by omega),
      coeff_above_level p u (2 * m) (m + 1) (by omega), he] at h2
    -- the odd index collects both terms of the recurrence
    have h3 := coeff_step p u 0 (2 * m + 1) m
    rw [coeff_above_level p u (2 * m + 1) (m + 1) (by omega), ho,
      show 2 * m + 1 + 1 = 2 * m + 2 by ring, h2] at h3
    rw [show 2 * (m + 1) = 2 * m + 2 by ring, Finset.prod_range_succ]
    constructor
    · rw [h2]
      push_cast
      ring
    · rw [show 2 * m + 2 + 1 = 2 * m + 1 + 2 by ring, h3]
      push_cast
      ring

/-- For nonzero `p`, the coefficient at the direction's Boys order is nonzero, provided that a
level nucleus comes with `u` nonzero or `i` even. -/
theorem coeff_order_ne_zero {p u v : ℝ} {i : ℕ} (hp : p ≠ 0)
    (h : v = 0 → u ≠ 0 ∨ Even i) : (attrPoly p u v i).coeff (directionOrder v i) ≠ 0 := by
  by_cases hv : v = 0
  · subst hv
    have hprod (m : ℕ) : ∏ j ∈ Finset.range m, (-(2 * (j : ℝ) + 1) / (2 * p)) ≠ 0 :=
      Finset.prod_ne_zero_iff.2 fun j _ =>
        div_ne_zero (neg_ne_zero.2 (by positivity)) (mul_ne_zero two_ne_zero hp)
    rw [directionOrder, if_pos rfl]
    rcases Nat.even_or_odd' i with ⟨m, rfl | rfl⟩
    · rw [show 2 * m / 2 = m by omega, (coeff_top_level p u m).1]
      exact hprod m
    · have hu : u ≠ 0 := (h rfl).resolve_right (by
        rintro ⟨k, hk⟩
        omega)
      rw [show (2 * m + 1) / 2 = m by omega, (coeff_top_level p u m).2]
      exact mul_ne_zero (mul_ne_zero hu (by positivity)) (hprod m)
  · rw [directionOrder, if_neg hv, coeff_top]
    exact pow_ne_zero _ (neg_ne_zero.2 hv)

/-- For nonzero `p`, the attraction polynomial has degree exactly `i` if `v` is nonzero, and
exactly `i / 2` rounded down if `v = 0` and either `u` is nonzero or `i` is even. -/
theorem natDegree_attrPoly {p u v : ℝ} {i : ℕ} (hp : p ≠ 0)
    (h : v = 0 → u ≠ 0 ∨ Even i) : (attrPoly p u v i).natDegree = directionOrder v i := by
  refine le_antisymm (natDegree_le_iff_coeff_eq_zero.2 fun n hn => ?_)
    (le_natDegree_of_ne_zero (coeff_order_ne_zero hp h))
  by_cases hv : v = 0
  · subst hv
    rw [directionOrder, if_pos rfl] at hn
    exact coeff_above_level p u i n hn
  · rw [directionOrder, if_neg hv] at hn
    exact coeff_above p u v i n hn

/-- If both offsets vanish, every attraction polynomial of odd index is zero. -/
theorem attrPoly_odd_eq_zero (p : ℝ) (m : ℕ) : attrPoly p 0 0 (2 * m + 1) = 0 := by
  induction m with
  | zero => simp [attrPoly]
  | succ m ih =>
    rw [show 2 * (m + 1) + 1 = 2 * m + 1 + 2 by ring, attrPoly, ih]
    simp

/-- For nonzero `p`, the three-direction integral is a sum of Boys functions up to the total of
the direction orders, the last with nonzero coefficient, provided that each direction with a
level nucleus has `u` nonzero or `i` even. -/
theorem boys_expansion {p : ℝ} {u v : Fin 3 → ℝ} {i : Fin 3 → ℕ} (hp : p ≠ 0)
    (h : ∀ d, v d = 0 → u d ≠ 0 ∨ Even (i d)) (x : ℝ) :
    (∫ t in (0 : ℝ)..1, (attrProduct p u v i).eval (t ^ 2) * Real.exp (-(x * t ^ 2))) =
      ∑ n ∈ Finset.range (∑ d, directionOrder (v d) (i d) + 1),
        (attrProduct p u v i).coeff n * boys n x ∧
    (attrProduct p u v i).coeff (∑ d, directionOrder (v d) (i d)) ≠ 0 := by
  have hne : ∀ d ∈ Finset.univ, attrPoly p (u d) (v d) (i d) ≠ 0 := fun d _ h0 =>
    coeff_order_ne_zero hp (h d) (by rw [h0, coeff_zero])
  -- degrees of nonzero factors add
  have hdeg : (attrProduct p u v i).natDegree = ∑ d, directionOrder (v d) (i d) := by
    rw [attrProduct, natDegree_prod _ _ hne]
    exact Finset.sum_congr rfl fun d _ => natDegree_attrPoly hp (h d)
  rw [← hdeg]
  constructor
  · -- integrate term by term
    unfold boys
    simp_rw [← intervalIntegral.integral_const_mul]
    rw [← intervalIntegral.integral_finsetSum]
    · refine intervalIntegral.integral_congr fun t _ => ?_
      rw [eval_eq_sum_range, Finset.sum_mul]
      refine Finset.sum_congr rfl fun n _ => ?_
      rw [← pow_mul]
      ring
    · intro n _
      exact Continuous.intervalIntegrable (by fun_prop) _ _
  · exact leadingCoeff_ne_zero.2 (Finset.prod_ne_zero_iff.2 hne)

end

end BoysOrder
```

```lean
#print axioms BoysOrder.coeff_above_level
-- 'BoysOrder.coeff_above_level' depends on axioms: [propext, Classical.choice, Quot.sound]
#print axioms BoysOrder.attrPoly_odd_eq_zero
-- 'BoysOrder.attrPoly_odd_eq_zero' depends on axioms: [propext, Classical.choice, Quot.sound]
#print axioms BoysOrder.boys_expansion
-- 'BoysOrder.boys_expansion' depends on axioms: [propext, Classical.choice, Quot.sound]
```

### From coefficients to degrees

`coeff_step` is the coefficient recurrence. `coeff_above` and `coeff_top` treat general $v$: each calls itself at smaller indices, which is the induction, and `omega` settles the index inequalities. `coeff_above_level` does the same for $v=0$.

`coeff_top_level` proves the formulas for $a_m$ and $b_m$ together, because $b_{m+1}$ needs both $a_{m+1}$ and $b_m$. In its proof `h2` is the step for $a_{m+1}$ and `h3` the one for $b_{m+1}$; `ring` then does the algebra. `coeff_order_ne_zero` checks that no factor of the top coefficient vanishes, and `attrPoly_odd_eq_zero` is the parity case.

The device that joins these results is Mathlib's `natDegree`, used through two lemmas. `natDegree_le_iff_coeff_eq_zero` turns an upper bound on the degree into the vanishing of all higher coefficients, and `le_natDegree_of_ne_zero` turns one nonzero coefficient into a lower bound. `le_antisymm` combines them into an equality.

`natDegree` assigns degree 0 to the zero polynomial, so a degree alone does not show that a polynomial is nonzero. For $u=v=0$ and $i=1$, the polynomial is zero and yet its `natDegree` agrees with $\lfloor1/2\rfloor=0$. This is why `boys_expansion` first establishes `hne`, that all three factors are nonzero, from their top coefficients. `natDegree_prod` needs this to add the degrees, and the same fact makes the last coefficient of the product nonzero.

The rest of `boys_expansion` is the term-by-term integration. `intervalIntegral.integral_finsetSum` exchanges the finite sum and the integral, with continuity supplying integrability, and `eval_eq_sum_range` writes the polynomial at $t^2$ as a sum of its terms.
